# For an energy converging exponentially from above, the $X^{-3}$ two-point formula overshoots the limit at large $X$

## An exponential sequence and its extrapolated error

Let $X$ be the cardinal number of a basis set and $E$ the basis-set limit of a Hartree-Fock energy. The finite-basis energies are modelled by

$$F(X)=E+r(X),\qquad r(X)=a\,e^{-bX},\qquad a,b>0 .$$

Here $a>0$ says that the energy approaches its limit from above, and $b>0$ that each step in cardinal number reduces the error by the same factor $e^{-b}$. The two-point formula, designed for errors proportional to $X^{-3}$, gives

$$F_{\rm ext}(X)=\frac{X^3F(X)-(X-1)^3F(X-1)}{d(X)},\qquad d(X)=X^3-(X-1)^3 .$$

Errors are signed as energy minus limit, so $D(X)=F_{\rm ext}(X)-E$ is negative when the formula overshoots. The raw error is $r(X)$, that of the larger basis.

## The amplification factor and its consequences

The extrapolated error is the raw error times an explicit factor:

$$D(X)=r(X)\,\frac{X^3-e^{b}(X-1)^3}{d(X)},\qquad \frac{D(X)}{X\,r(X)}\to\frac{1-e^b}{3}<0 .$$

The formula overshoots exactly when $X^3<e^b(X-1)^3$. For $X\ge1$, it is worse than the raw value exactly when $2X^3<(1+e^b)(X-1)^3$. Both happen for all sufficiently large $X$, and if $b\ge 3/2$ the result is worse than the raw value at every $X\ge4$.

## Total energies passed to a correlation formula

Basis-set extrapolation scripts often apply the $X^{-3}$ formula to the correlation energy and treat the Hartree-Fock energy separately. If a script passes the total energy instead, the formula also acts on the Hartree-Fock part. Since the formula is linear in the energies, that part contributes exactly $D(X)$ to the total error, provided that it follows the exponential model.

For $b=3/2$, the factor is about $-0.47$ at $X=3$ and $-1.54$ at $X=4$. The first value overshoots but still improves on the raw energy; the second is worse than no extrapolation.

## From one step in cardinal number to the large-$X$ limit

The denominator never vanishes for real $X$:

$$d(X)=3X^2-3X+1=\tfrac34(2X-1)^2+\tfrac14>0 .$$

The error at the smaller basis is $r(X-1)=a\,e^{-bX+b}=e^b r(X)$. Inserting this, the terms in $E$ add up to $E\,d(X)/d(X)=E$ and cancel against the subtracted limit. What remains is the factor above. Since $r(X)$ and $d(X)$ are positive, the sign of $D(X)$ is that of $X^3-e^b(X-1)^3$.

The sign of the exponent in this step matters: the smaller basis has the larger error. Writing $e^{-b}$ for $e^{b}$ would give the positive limit $(1-e^{-b})/3$ and hide the overshoot.

For the limit, put $u=1/X$ and take out powers of $X$:

$$\frac{D(X)}{X\,r(X)}=\frac{X^3-e^b(X-1)^3}{X\,d(X)}=\frac{1-e^b(1-u)^3}{3-3u+u^2}\;\longrightarrow\;\frac{1-e^b}{3}\quad(u\to0).$$

Multiplying by $X$ shows that $D(X)/r(X)\to-\infty$. Once this ratio is below $-1$, $D(X)$ is negative and larger in modulus than $r(X)$.

For the exact comparison, extrapolation is worse when $|X^3-e^b(X-1)^3|>d(X)$. There are two cases:

- The positive case requires $(1-e^b)(X-1)^3>0$, which is impossible for $b\ge0$ and $X\ge1$.
- The negative case requires $e^b(X-1)^3-X^3>X^3-(X-1)^3$, which is the stated threshold.

If $b\ge3/2$, then $e^{1/2}\ge1+\tfrac12+\tfrac18=\tfrac{13}{8}$, so $e^b\ge(13/8)^3>4$. With $t=X-4\ge0$,

$$5(X-1)^3-2X^3=3t^3+21t^2+39t+7>0,$$

so the threshold is met.

## The Lean file

```lean
import Mathlib

open Filter Topology

namespace CubicExtrapolationOfExponential

noncomputable section

/-- The Hartree-Fock-like energy `E + a exp(-bX)` at cardinal number `X`. -/
def hfEnergy (E a b X : ℝ) : ℝ := E + a * Real.exp (-b * X)

/-- The two-point `X⁻³` extrapolation of the energies `F` at `X - 1` and `X`. -/
def extrapolateCubic (F : ℝ → ℝ) (X : ℝ) : ℝ :=
  (X ^ 3 * F X - (X - 1) ^ 3 * F (X - 1)) / (X ^ 3 - (X - 1) ^ 3)

/-- The signed error `D(X)` of the `X⁻³` formula applied to the exponential sequence:
extrapolated energy minus the limit `E`. -/
def extrapolationError (E a b X : ℝ) : ℝ :=
  extrapolateCubic (hfEnergy E a b) X - E

/-- The denominator of the two-point formula is positive for every real `X`. -/
theorem gap_pos (X : ℝ) : 0 < X ^ 3 - (X - 1) ^ 3 := by
  nlinarith [sq_nonneg (2 * X - 1)]

/-- The error of the extrapolated energy is the raw error `a exp(-bX)` times an explicit
amplification factor. -/
theorem extrapolationError_eq (E a b X : ℝ) :
    extrapolationError E a b X = a * Real.exp (-b * X) *
      ((X ^ 3 - Real.exp b * (X - 1) ^ 3) / (X ^ 3 - (X - 1) ^ 3)) := by
  have hd := (gap_pos X).ne'
  -- one step down in cardinal number multiplies the raw error by `exp b`
  have he : Real.exp (-b * (X - 1)) = Real.exp b * Real.exp (-b * X) := by
    rw [← Real.exp_add]
    congr 1
    ring
  unfold extrapolationError extrapolateCubic hfEnergy
  rw [he, sub_eq_iff_eq_add, div_eq_iff hd, add_mul, ← mul_div_assoc,
    div_mul_cancel₀ _ hd]
  ring

/-- For `a > 0` the extrapolated energy falls below the limit `E` exactly when
`X³ < exp(b) (X - 1)³`. -/
theorem overshoot_iff {a : ℝ} (ha : 0 < a) (E b X : ℝ) :
    extrapolationError E a b X < 0 ↔ X ^ 3 < Real.exp b * (X - 1) ^ 3 := by
  have hp : 0 < a * Real.exp (-b * X) := mul_pos ha (Real.exp_pos _)
  rw [extrapolationError_eq, ← mul_div_assoc, div_lt_iff₀ (gap_pos X), zero_mul]
  constructor
  · intro h
    by_contra hc
    have := mul_nonneg hp.le (sub_nonneg.2 (not_lt.1 hc))
    linarith
  · intro h
    exact mul_neg_of_pos_of_neg hp (sub_neg.2 h)

/-- For `a > 0`, `b ≥ 0` and `X ≥ 1`, the extrapolated energy is farther from the limit than
the raw energy at `X` exactly when `2X³ < (1 + exp b) (X - 1)³`. -/
theorem worse_than_raw_iff {a b X : ℝ} (ha : 0 < a) (hb : 0 ≤ b) (hX : 1 ≤ X) (E : ℝ) :
    |hfEnergy E a b X - E| < |extrapolationError E a b X| ↔
      2 * X ^ 3 < (1 + Real.exp b) * (X - 1) ^ 3 := by
  have hp : 0 < a * Real.exp (-b * X) := mul_pos ha (Real.exp_pos _)
  have hd := gap_pos X
  have hr : hfEnergy E a b X - E = a * Real.exp (-b * X) := by
    unfold hfEnergy
    ring
  have h1 : (X - 1) ^ 3 ≤ Real.exp b * (X - 1) ^ 3 :=
    le_mul_of_one_le_left (pow_nonneg (sub_nonneg.2 hX) 3) (Real.one_le_exp hb)
  -- compare the modulus of the amplification factor with one
  rw [hr, abs_of_pos hp, extrapolationError_eq, abs_mul, abs_of_pos hp,
    lt_mul_iff_one_lt_right hp, abs_div, abs_of_pos hd, one_lt_div hd, lt_abs]
  constructor
  · rintro (h | h) <;> linarith
  · intro h
    right
    linarith

/-- For `a ≠ 0` the error of the extrapolated energy, divided by `X a exp(-bX)`, tends to
`(1 - exp b)/3` as `X` grows. -/
theorem tendsto_scaled_error {a : ℝ} (ha : a ≠ 0) (E b : ℝ) :
    Tendsto (fun X => extrapolationError E a b X / (X * (a * Real.exp (-b * X))))
      atTop (𝓝 ((1 - Real.exp b) / 3)) := by
  -- in the variable `u = 1/X` the scaled error is continuous at `u = 0`
  have hg : Tendsto (fun u : ℝ => (1 - Real.exp b * (1 - u) ^ 3) / (3 - 3 * u + u ^ 2))
      (𝓝 0) (𝓝 ((1 - Real.exp b) / 3)) := by
    have hc : ContinuousAt
        (fun u : ℝ => (1 - Real.exp b * (1 - u) ^ 3) / (3 - 3 * u + u ^ 2)) 0 :=
      ContinuousAt.div (by fun_prop) (by fun_prop) (by norm_num)
    simpa using hc.tendsto
  refine (hg.comp tendsto_inv_atTop_zero).congr' ?_
  filter_upwards [eventually_gt_atTop (0 : ℝ)] with X hX
  have hX0 : X ≠ 0 := hX.ne'
  have hu : 3 - 3 * X⁻¹ + X⁻¹ ^ 2 = (X ^ 3 - (X - 1) ^ 3) / X ^ 2 := by
    field_simp
    ring
  have hn : 1 - Real.exp b * (1 - X⁻¹) ^ 3
      = (X ^ 3 - Real.exp b * (X - 1) ^ 3) / X ^ 3 := by
    field_simp
  have hd := (gap_pos X).ne'
  have he := (Real.exp_pos (-b * X)).ne'
  rw [extrapolationError_eq]
  change (1 - Real.exp b * (1 - X⁻¹) ^ 3) / (3 - 3 * X⁻¹ + X⁻¹ ^ 2) = _
  rw [hu, hn]
  generalize X ^ 3 - (X - 1) ^ 3 = d at hd ⊢
  generalize X ^ 3 - Real.exp b * (X - 1) ^ 3 = N
  generalize Real.exp (-b * X) = e at he ⊢
  field_simp

/-- For `a ≠ 0` and `b > 0` the ratio of the extrapolated error to the raw error
`a exp(-bX)` tends to minus infinity. -/
theorem tendsto_error_ratio {a b : ℝ} (ha : a ≠ 0) (hb : 0 < b) (E : ℝ) :
    Tendsto (fun X => extrapolationError E a b X / (a * Real.exp (-b * X)))
      atTop atBot := by
  have hL : (1 - Real.exp b) / 3 < 0 := by
    linarith [Real.one_lt_exp_iff.2 hb]
  refine ((tendsto_scaled_error ha E b).neg_mul_atTop hL tendsto_id).congr' ?_
  filter_upwards [eventually_gt_atTop (0 : ℝ)] with X hX
  have hX0 : X ≠ 0 := hX.ne'
  have he := (Real.exp_pos (-b * X)).ne'
  simp only [id]
  generalize Real.exp (-b * X) = e at he ⊢
  field_simp

/-- For `a, b > 0` the error of the `X⁻³` formula, divided by `X a exp(-bX)`, tends to the
negative number `(1 - exp b)/3`; for all sufficiently large `X` the extrapolated energy lies
below the limit and is farther from it than the raw energy. -/
theorem cubic_extrapolation_overshoots {a b : ℝ} (ha : 0 < a) (hb : 0 < b) (E : ℝ) :
    Tendsto (fun X => extrapolationError E a b X / (X * (a * Real.exp (-b * X))))
      atTop (𝓝 ((1 - Real.exp b) / 3)) ∧
    (1 - Real.exp b) / 3 < 0 ∧
    ∀ᶠ X in atTop, extrapolationError E a b X < 0 ∧
      |hfEnergy E a b X - E| < |extrapolationError E a b X| := by
  refine ⟨tendsto_scaled_error ha.ne' E b, by linarith [Real.one_lt_exp_iff.2 hb], ?_⟩
  -- eventually the error ratio is below `-1`
  filter_upwards [(tendsto_error_ratio ha.ne' hb E).eventually (eventually_lt_atBot (-1))]
    with X h
  have hp : 0 < a * Real.exp (-b * X) := mul_pos ha (Real.exp_pos _)
  have hr : hfEnergy E a b X - E = a * Real.exp (-b * X) := by
    unfold hfEnergy
    ring
  rw [div_lt_iff₀ hp] at h
  refine ⟨by linarith, ?_⟩
  rw [hr, abs_of_pos hp]
  exact lt_abs.2 (Or.inr (by linarith))

/-- For `a > 0` and a decay constant `b ≥ 3/2`, the `X⁻³` formula is worse than the raw energy
at every `X ≥ 4`. -/
theorem worse_from_quadruple_zeta {a b X : ℝ} (ha : 0 < a) (hb : 3 / 2 ≤ b) (hX : 4 ≤ X)
    (E : ℝ) : |hfEnergy E a b X - E| < |extrapolationError E a b X| := by
  rw [worse_than_raw_iff ha (by linarith) (by linarith)]
  -- `exp b ≥ exp(1/2)³ ≥ (13/8)³ > 4`
  have h1 : (13 / 8 : ℝ) ≤ Real.exp (1 / 2) := by
    have := Real.quadratic_le_exp_of_nonneg (x := 1 / 2) (by norm_num)
    linarith
  have h2 : Real.exp (3 / 2) = Real.exp (1 / 2) ^ 3 := by
    rw [← Real.exp_nat_mul]
    norm_num
  have h3 := pow_le_pow_left₀ (by norm_num) h1 3
  have h4 : (5 : ℝ) ≤ 1 + Real.exp b := by
    linarith [Real.exp_le_exp.2 hb]
  have ht : 0 ≤ X - 4 := by linarith
  have h5 := mul_le_mul_of_nonneg_right h4 (pow_nonneg (by linarith : 0 ≤ X - 1) 3)
  -- expand the remaining cubic inequality about `X = 4`
  have h6 : 5 * (X - 1) ^ 3 - 2 * X ^ 3
      = 3 * (X - 4) ^ 3 + 21 * (X - 4) ^ 2 + 39 * (X - 4) + 7 := by ring
  have h7 := pow_nonneg ht 3
  have h8 := pow_nonneg ht 2
  linarith

end

end CubicExtrapolationOfExponential
```

```lean
#print axioms CubicExtrapolationOfExponential.overshoot_iff
#print axioms CubicExtrapolationOfExponential.cubic_extrapolation_overshoots
#print axioms CubicExtrapolationOfExponential.worse_from_quadruple_zeta
```

```
'CubicExtrapolationOfExponential.overshoot_iff' depends on axioms: [propext, Classical.choice, Quot.sound]
'CubicExtrapolationOfExponential.cubic_extrapolation_overshoots' depends on axioms: [propext, Classical.choice, Quot.sound]
'CubicExtrapolationOfExponential.worse_from_quadruple_zeta' depends on axioms: [propext, Classical.choice, Quot.sound]
```

## How the Lean proofs reproduce these steps

`gap_pos` proves $d(X)>0$ from the square of $2X-1$; the "gap" is this denominator, not an energy gap. In `extrapolationError_eq`, `he` is the relation $r(X-1)=e^b r(X)$, after which the denominator is cleared and `ring` finishes. `overshoot_iff` reads off the sign. In `worse_than_raw_iff`, `lt_abs` produces the two cases, and `h1` excludes the positive one.

`tendsto_scaled_error` proves continuity at $u=0$, composes with $X^{-1}\to0$, and identifies the two expressions for $X>0$. `tendsto_error_ratio` multiplies by $X$, and `cubic_extrapolation_overshoots` uses the point where the ratio falls below $-1$. `worse_from_quadruple_zeta` combines the bound on $e^b$ with the expansion about $X=4$.

## What is guaranteed for exponential data, and what real energies add

`hfEnergy E a b X` is the model $F(X)$; no Hartree-Fock equations are solved. `extrapolateCubic` takes an energy function and applies the $X^{-3}$ formula, not a cubic polynomial fit. `extrapolationError` is $D(X)$. All quantities are real numbers, so the results for real $X$ include integer cardinal numbers.

The main theorem, `cubic_extrapolation_overshoots`, assumes $a,b>0$ and states three things: the limit, its negativity, and the large-$X$ behaviour. The last is written `∀ᶠ X in atTop`, meaning that some threshold exists beyond which both inequalities hold for every $X$. The theorem does not name that threshold; the two equivalences determine where each inequality holds. `overshoot_iff` needs only $a>0$, while `worse_than_raw_iff` also assumes $b\ge0$ and $X\ge1$.

The step left to the user is from this model to computed energies. Hartree-Fock energies from an actual basis-set family need not follow a single exponential with constant $a$ and $b$, and the theorems give no bound for deviations from it. Nor do they treat the correlation energy, whose own extrapolation error may partly cancel or reinforce $D(X)$ in a total energy, or floating-point rounding.
